# Exponentially small truncation error of Green–Kubo integrals for a bounded relaxation operator with a gap

Let $M$ be a bounded operator on a real Hilbert space, for instance a real square matrix, with $\langle x, Mx\rangle \ge g\|x\|^2$ for all $x$ and some $g>0$. Then $M$ is invertible, and for every vector $f$ and every $T\ge 0$ the integral of $e^{-tM}f$ over $[0,T]$ differs from $M^{-1}f$ by at most $e^{-gT}\|f\|/g$ in norm.

```lean
import Mathlib

open scoped InnerProductSpace

namespace GreenKuboTruncation

noncomputable section

variable {E : Type*} [NormedAddCommGroup E] [InnerProductSpace ℝ E]

/-- The relaxation operator `M` has gap `g`: `⟨x, M x⟩ ≥ g ‖x‖²` for every `x`. -/
def HasGap (M : E →L[ℝ] E) (g : ℝ) : Prop :=
  ∀ x : E, g * ‖x‖ ^ 2 ≤ ⟪x, M x⟫_ℝ

/-- The propagator `exp(-tM)` of the relaxation dynamics. -/
def propagator (M : E →L[ℝ] E) (t : ℝ) : E →L[ℝ] E :=
  NormedSpace.exp (t • (-M))

lemma propagator_zero (M : E →L[ℝ] E) : propagator M 0 = 1 := by
  simp [propagator, NormedSpace.exp_zero]

lemma apply_inverse {M : E →L[ℝ] E} (hu : IsUnit M) (y : E) : M (Ring.inverse M y) = y :=
  DFunLike.congr_fun (Ring.mul_inverse_cancel M hu) y

variable [CompleteSpace E]

lemma propagator_hasDerivAt (M : E →L[ℝ] E) (t : ℝ) :
    HasDerivAt (propagator M) (-(M * propagator M t)) t := by
  have h : HasDerivAt (propagator M) (-M * propagator M t) t :=
    hasDerivAt_exp_smul_const' (-M) t
  rwa [neg_mul] at h

lemma propagator_continuous (M : E →L[ℝ] E) : Continuous (propagator M) :=
  continuous_iff_continuousAt.2 fun t => (propagator_hasDerivAt M t).continuousAt

/-- Equation of motion: `u(t) = exp(-tM) f` satisfies `u' = -M u`. -/
theorem equation_of_motion (M : E →L[ℝ] E) (f : E) (t : ℝ) :
    HasDerivAt (fun s => propagator M s f) (-(M (propagator M t f))) t := by
  have h := (propagator_hasDerivAt M t).clm_apply (hasDerivAt_const t f)
  simpa using h

/-- If `M` has gap `g`, then `‖exp(-tM) f‖ ≤ exp(-gt) ‖f‖` for all `t ≥ 0`. -/
theorem propagator_decay {M : E →L[ℝ] E} {g : ℝ} (h : HasGap M g) (f : E)
    {t : ℝ} (ht : 0 ≤ t) :
    ‖propagator M t f‖ ≤ Real.exp (-(g * t)) * ‖f‖ := by
  -- the rescaled squared norm does not increase
  have hd : ∀ t : ℝ, HasDerivAt (fun s => Real.exp (2 * g * s) * ‖propagator M s f‖ ^ 2)
      (Real.exp (2 * g * t) * (2 * g) * ‖propagator M t f‖ ^ 2 +
        Real.exp (2 * g * t) * (2 * ⟪propagator M t f, -(M (propagator M t f))⟫_ℝ)) t := by
    intro t
    have h1 : HasDerivAt (fun s : ℝ => Real.exp (2 * g * s))
        (Real.exp (2 * g * t) * (2 * g)) t := by
      simpa using ((hasDerivAt_id t).const_mul (2 * g)).exp
    exact h1.mul (equation_of_motion M f t).norm_sq
  have anti : Antitone (fun s => Real.exp (2 * g * s) * ‖propagator M s f‖ ^ 2) := by
    refine antitone_of_deriv_nonpos (fun t => (hd t).differentiableAt) (fun t => ?_)
    rw [(hd t).deriv, inner_neg_right]
    nlinarith [mul_le_mul_of_nonneg_left (h (propagator M t f)) (Real.exp_pos (2 * g * t)).le]
  have h0 : Real.exp (2 * g * t) * ‖propagator M t f‖ ^ 2 ≤ ‖f‖ ^ 2 := by
    simpa [propagator_zero] using anti ht
  have h2 : (Real.exp (g * t) * ‖propagator M t f‖) ^ 2 ≤ ‖f‖ ^ 2 := by
    have he : Real.exp (2 * g * t) = Real.exp (g * t) ^ 2 := by
      rw [sq, ← Real.exp_add]
      congr 1
      ring
    rwa [mul_pow, ← he]
  have h3 := (le_abs_self _).trans (abs_le_of_sq_le_sq h2 (norm_nonneg f))
  calc ‖propagator M t f‖
      = Real.exp (-(g * t)) * (Real.exp (g * t) * ‖propagator M t f‖) := by
        rw [← mul_assoc, ← Real.exp_add, neg_add_cancel, Real.exp_zero, one_mul]
    _ ≤ Real.exp (-(g * t)) * ‖f‖ := by gcongr

/-- The propagator integrated over `[0,T]` commutes with `M`, and its product with `M`
is `1 - exp(-TM)`. -/
theorem integrated_propagator (M : E →L[ℝ] E) (T : ℝ) :
    Commute M (∫ t in (0 : ℝ)..T, propagator M t) ∧
      M * (∫ t in (0 : ℝ)..T, propagator M t) = 1 - propagator M T := by
  have hc := propagator_continuous M
  have hi := hc.intervalIntegrable (μ := MeasureTheory.volume) 0 T
  have h1 : ∫ t in (0 : ℝ)..T, M * propagator M t = M * ∫ t in (0 : ℝ)..T, propagator M t :=
    (ContinuousLinearMap.mul ℝ (E →L[ℝ] E) M).intervalIntegral_comp_comm hi
  have h2 : ∫ t in (0 : ℝ)..T, propagator M t * M = (∫ t in (0 : ℝ)..T, propagator M t) * M :=
    ((ContinuousLinearMap.mul ℝ (E →L[ℝ] E)).flip M).intervalIntegral_comp_comm hi
  have hcomm : ∀ t, M * propagator M t = propagator M t * M := by
    intro t
    have h : HasDerivAt (propagator M) (propagator M t * -M) t :=
      hasDerivAt_exp_smul_const (-M) t
    have e := (propagator_hasDerivAt M t).unique h
    rw [mul_neg] at e
    exact neg_injective e
  constructor
  · change M * _ = _ * M
    rw [← h1, ← h2]
    simp only [hcomm]
  · -- integrate the equation of motion
    have h3 : ∫ t in (0 : ℝ)..T, -(M * propagator M t) = propagator M T - propagator M 0 :=
      intervalIntegral.integral_eq_sub_of_hasDerivAt (fun t _ => propagator_hasDerivAt M t)
        ((continuous_const.mul hc).neg.intervalIntegrable 0 T)
    rw [intervalIntegral.integral_neg, h1, propagator_zero] at h3
    have h4 := congrArg Neg.neg h3
    simpa only [neg_neg, neg_sub] using h4

/-- A relaxation operator with a gap `g > 0` is invertible. -/
theorem isUnit_of_gap {M : E →L[ℝ] E} {g : ℝ} (hg : 0 < g) (h : HasGap M g) : IsUnit M := by
  -- after unit time the propagator is a strict contraction
  have hn : ‖propagator M 1‖ < 1 := by
    refine lt_of_le_of_lt (ContinuousLinearMap.opNorm_le_bound _ (Real.exp_pos (-(g * 1))).le
      (fun f => propagator_decay h f zero_le_one)) ?_
    rw [Real.exp_lt_one_iff]
    linarith
  obtain ⟨hc, he⟩ := integrated_propagator M 1
  have hu := isUnit_one_sub_of_norm_lt_one hn
  rw [← he] at hu
  exact (hc.isUnit_mul_iff.1 hu).1

/-- For invertible `M` the integral of `exp(-tM) f` over `[0,T]`, minus `M⁻¹ f`, is exactly
`-M⁻¹ exp(-TM) f`. -/
theorem truncation_error_eq {M : E →L[ℝ] E} (hu : IsUnit M) (f : E) (T : ℝ) :
    (∫ t in (0 : ℝ)..T, propagator M t f) - Ring.inverse M f =
      -(Ring.inverse M (propagator M T f)) := by
  have hi := (propagator_continuous M).intervalIntegrable (μ := MeasureTheory.volume) 0 T
  have hS : ∫ t in (0 : ℝ)..T, propagator M t = Ring.inverse M * (1 - propagator M T) := by
    rw [← (integrated_propagator M T).2, ← mul_assoc, Ring.inverse_mul_cancel M hu, one_mul]
  rw [← ContinuousLinearMap.intervalIntegral_apply hi f, hS]
  simp [mul_sub]

/-- If `M` has gap `g > 0`, then `M` is invertible, and for every `f` and `T ≥ 0` the integral
of `exp(-tM) f` over `[0,T]` differs from `M⁻¹ f` by at most `exp(-gT) ‖f‖ / g`. -/
theorem green_kubo_truncation {M : E →L[ℝ] E} {g : ℝ} (hg : 0 < g) (h : HasGap M g) :
    IsUnit M ∧ ∀ (f : E) (T : ℝ), 0 ≤ T →
      ‖(∫ t in (0 : ℝ)..T, propagator M t f) - Ring.inverse M f‖ ≤
        Real.exp (-(g * T)) * ‖f‖ / g := by
  have hu := isUnit_of_gap hg h
  refine ⟨hu, fun f T hT => ?_⟩
  rw [truncation_error_eq hu, norm_neg, le_div_iff₀ hg]
  refine le_trans ?_ (propagator_decay h f hT)
  -- the gap bounds the inverse by `1 / g`
  have h1 := h (Ring.inverse M (propagator M T f))
  rw [apply_inverse hu] at h1
  have h2 := real_inner_le_norm (Ring.inverse M (propagator M T f)) (propagator M T f)
  rcases (norm_nonneg (Ring.inverse M (propagator M T f))).eq_or_lt with h0 | h0
  · rw [← h0, zero_mul]
    exact norm_nonneg _
  · refine le_of_mul_le_mul_left ?_ h0
    nlinarith

/-- If `M` has gap `g > 0`, then for every `T ≥ 0` the integral of the correlation function
`⟨h, exp(-tM) f⟩` over `[0,T]` differs from `⟨h, M⁻¹ f⟩` by at most `exp(-gT) ‖h‖ ‖f‖ / g`. -/
theorem transport_coefficient_error {M : E →L[ℝ] E} {g : ℝ} (hg : 0 < g) (hM : HasGap M g)
    (h f : E) {T : ℝ} (hT : 0 ≤ T) :
    |(∫ t in (0 : ℝ)..T, ⟪h, propagator M t f⟫_ℝ) - ⟪h, Ring.inverse M f⟫_ℝ| ≤
      Real.exp (-(g * T)) * ‖h‖ * ‖f‖ / g := by
  have hc : Continuous (fun t => propagator M t f) :=
    (propagator_continuous M).clm_apply continuous_const
  have h1 : ∫ t in (0 : ℝ)..T, ⟪h, propagator M t f⟫_ℝ =
      ⟪h, ∫ t in (0 : ℝ)..T, propagator M t f⟫_ℝ :=
    (innerSL ℝ h).intervalIntegral_comp_comm (hc.intervalIntegrable 0 T)
  rw [h1, ← inner_sub_right]
  refine (abs_real_inner_le_norm _ _).trans ?_
  calc _ ≤ ‖h‖ * (Real.exp (-(g * T)) * ‖f‖ / g) :=
        mul_le_mul_of_nonneg_left ((green_kubo_truncation hg hM).2 f T hT) (norm_nonneg h)
    _ = _ := by ring

/-- The bound is sharp: for `g > 0` the operator `M = g · 1` has gap `g`, and the integral of
`exp(-tM) f` over `[0,T]` differs from `M⁻¹ f` by exactly `exp(-gT) ‖f‖ / g` in norm, for all `f`
and `T`. -/
theorem truncation_bound_sharp {g : ℝ} (hg : 0 < g) :
    HasGap (g • (1 : E →L[ℝ] E)) g ∧ ∀ (f : E) (T : ℝ),
      ‖(∫ t in (0 : ℝ)..T, propagator (g • (1 : E →L[ℝ] E)) t f) -
        Ring.inverse (g • (1 : E →L[ℝ] E)) f‖ = Real.exp (-(g * T)) * ‖f‖ / g := by
  have hgap : HasGap (g • (1 : E →L[ℝ] E)) g := by
    intro x
    change g * ‖x‖ ^ 2 ≤ ⟪x, g • x⟫_ℝ
    rw [inner_smul_right, real_inner_self_eq_norm_sq]
  refine ⟨hgap, fun f T => ?_⟩
  have hu := isUnit_of_gap hg hgap
  -- `exp(gt) u(t)` is constant in time
  have hd : ∀ t : ℝ, HasDerivAt
      (fun s => Real.exp (g * s) • propagator (g • (1 : E →L[ℝ] E)) s f) 0 t := by
    intro t
    have h1 : HasDerivAt (fun s : ℝ => Real.exp (g * s)) (Real.exp (g * t) * g) t := by
      simpa using ((hasDerivAt_id t).const_mul g).exp
    refine (h1.smul (equation_of_motion (g • (1 : E →L[ℝ] E)) f t)).congr_deriv ?_
    change Real.exp (g * t) • (-(g • propagator (g • (1 : E →L[ℝ] E)) t f)) +
      (Real.exp (g * t) * g) • propagator (g • (1 : E →L[ℝ] E)) t f = 0
    module
  have hconst := is_const_of_deriv_eq_zero (fun t => (hd t).differentiableAt)
    (fun t => (hd t).deriv) T 0
  have h2 : Real.exp (g * T) * ‖propagator (g • (1 : E →L[ℝ] E)) T f‖ = ‖f‖ := by
    have h3 := congrArg norm hconst
    simpa [propagator_zero, norm_smul] using h3
  have h4 : g * ‖Ring.inverse (g • (1 : E →L[ℝ] E)) (propagator (g • (1 : E →L[ℝ] E)) T f)‖ =
      ‖propagator (g • (1 : E →L[ℝ] E)) T f‖ := by
    have h5 : g • Ring.inverse (g • (1 : E →L[ℝ] E)) (propagator (g • (1 : E →L[ℝ] E)) T f) =
        propagator (g • (1 : E →L[ℝ] E)) T f := apply_inverse hu _
    have h6 := congrArg norm h5
    rwa [norm_smul, Real.norm_of_nonneg hg.le] at h6
  rw [truncation_error_eq hu, norm_neg, eq_div_iff hg.ne', mul_comm, h4, ← h2, ← mul_assoc,
    ← Real.exp_add, neg_add_cancel, Real.exp_zero, one_mul]

end

end GreenKuboTruncation
```

```lean
#print axioms GreenKuboTruncation.transport_coefficient_error
#print axioms GreenKuboTruncation.truncation_bound_sharp
```

```
'GreenKuboTruncation.transport_coefficient_error' depends on axioms: [propext, Classical.choice, Quot.sound]
'GreenKuboTruncation.truncation_bound_sharp' depends on axioms: [propext, Classical.choice, Quot.sound]
```

## The tail lost at the cutoff time

A Green–Kubo formula gives a transport coefficient as the time integral of an equilibrium correlation function. The integral runs to infinity, but a simulation stops at a finite time $T$ (a cutoff time here, not a temperature), so one wants a bound on the missing tail.

The theorem `green_kubo_truncation` takes an operator `M` with `HasGap M g` and `0 < g`. It concludes `IsUnit M`, meaning that $M$ has a two-sided bounded inverse, and for all $f$ and all $T\ge0$

$$\Big\|\int_0^T e^{-tM}f\,dt - M^{-1}f\Big\| \le \frac{e^{-gT}\|f\|}{g}.$$

The theorem `transport_coefficient_error` carries this over to the coefficient itself. For vectors $h$ and $f$,

$$\Big|\int_0^T \langle h, e^{-tM}f\rangle\,dt - \langle h, M^{-1}f\rangle\Big| \le \frac{e^{-gT}\|h\|\,\|f\|}{g}.$$

Letting $T\to\infty$ in these two bounds shows that the integrals converge to $M^{-1}f$ and $\langle h, M^{-1}f\rangle$, so the left-hand sides are the sizes of the missing tails. The Lean theorems state the bounds at finite $T$, not this limit. In `transport_coefficient_error`, `h` is a vector and the gap hypothesis is called `hM`; in the other theorems that assume a gap, `h` names that hypothesis.

Finally, `truncation_bound_sharp` shows that for $M=g\cdot 1$ the first bound is an equality for every $f$ and $T$. No smaller function of $g$, $T$ and $\|f\|$ can therefore serve for all operators with gap $g$.

## Relaxation operators, gaps and correlation functions

The space `E` is a real inner product space, and `CompleteSpace E` makes it a Hilbert space. The type `E →L[ℝ] E` contains the bounded linear operators on it. On Euclidean space these are the real square matrices, but infinite dimension is allowed, and $M$ need not be symmetric. `propagator M t` is the operator exponential $e^{-tM}$, so the generator of the dynamics in the usual sign convention is $-M$. The inverse is written `Ring.inverse M`, which Lean sets to zero for a non-invertible operator; a positive gap excludes that case.

The condition `HasGap M g` says physically that every fluctuation loses norm at a rate of at least $g$. The number $g$ is any valid lower bound, not necessarily the best one. For symmetric $M$ the best value is the bottom of the spectrum, the usual spectral gap. For non-symmetric $M$ it is the bottom of the spectrum of the symmetric part $(M+M^{\mathsf T})/2$, which can lie below the real parts of all eigenvalues of $M$.

A finite-state master equation gives a concrete case. Take an irreducible Markov jump process with stationary probabilities $\pi_i$, the observables of zero mean, and the inner product $\langle x,y\rangle=\sum_i \pi_i x_i y_i$. If $-M$ is the generator acting on these observables, then $\langle h,e^{-tM}f\rangle$ is the stationary correlation of $h$ at time $0$ with $f$ at time $t$. Restricting to zero mean removes the constant function, which does not relax and would rule out a positive gap.

For simulations of such finite-state models, the bound says how long to integrate: the truncation error is within a tolerance $\varepsilon$ (at most $\varepsilon$) once $e^{-gT}\|h\|\|f\|/g\le\varepsilon$. Physical prefactors multiply the coefficient and its error alike. Sampling noise and time-step error come on top.

The step left to the user is to show that the correlation function of the real system has the form $\langle h,e^{-tM}f\rangle$ with a bounded, gapped $M$. Deterministic Hamiltonian dynamics does not supply this directly, because its Liouville operator is antisymmetric and gives $\langle x,Mx\rangle=0$. Diffusion operators of Fokker–Planck type are generally unbounded and also lie beyond these hypotheses.

## Decay at rate $g$

Write $u(t)=e^{-tM}f$. Differentiating the exponential gives $u'=-Mu$, so

$$\frac{d}{dt}\Big(e^{2gt}\|u\|^2\Big)=2e^{2gt}\big(g\|u\|^2-\langle u,Mu\rangle\big)\le 0 .$$

The bracketed function therefore never exceeds its initial value $\|f\|^2$ for $t\ge0$. Taking the square root gives

$$\|e^{-tM}f\|\le e^{-gt}\|f\| .$$

In Lean, `propagator_hasDerivAt` differentiates the operator exponential and `equation_of_motion` applies the result to $f$. Inside `propagator_decay`, the fact `hd` is the product rule above. The step `anti` turns the sign of the derivative into monotonicity, with `nlinarith` using the gap inequality multiplied by $e^{2gt}$. The square root is taken through `abs_le_of_sq_le_sq`.

## Invertibility from the integrated propagator

Let $S_T=\int_0^T e^{-tM}dt$. Since $M$ is bounded it can be moved under the integral, and

$$MS_T=\int_0^T Me^{-tM}\,dt=-\int_0^T\frac{d}{dt}e^{-tM}\,dt=1-e^{-TM}.$$

Because $M$ commutes with each $e^{-tM}$, it also commutes with $S_T$. Both facts are in `integrated_propagator`. There the commutation with $e^{-tM}$ comes from comparing two expressions for the same derivative, one with $M$ on the left and one with $M$ on the right.

Now set $T=1$; any positive time would do. The decay estimate gives $\|e^{-M}\|\le e^{-g}<1$, so the Neumann series shows that $A=1-e^{-M}$ is invertible. Since $A=MS_1=S_1M$,

$$M\,(S_1A^{-1})=1,\qquad (A^{-1}S_1)\,M=1 .$$

Thus $M$ has a right and a left inverse, which must coincide. For matrices it would be enough to note that $Mx=0$ forces $x=0$, but in infinite dimension injectivity alone does not give an inverse. The lemma `isUnit_of_gap` follows the general route: `isUnit_one_sub_of_norm_lt_one` is the Neumann series, and `hc.isUnit_mul_iff` passes from the invertible product to its commuting factors.

## The error and its bound

Multiplying $MS_T=1-e^{-TM}$ by $M^{-1}$ from the left and applying the result to $f$ gives the exact error, which is `truncation_error_eq`:

$$S_Tf-M^{-1}f=-M^{-1}e^{-TM}f .$$

Put $v=e^{-TM}f$ and $w=M^{-1}v$, so that $Mw=v$. The gap and the Cauchy–Schwarz inequality give

$$g\|w\|^2\le\langle w,Mw\rangle=\langle w,v\rangle\le\|w\|\,\|v\| .$$

If $w\ne0$, division by $\|w\|$ gives $g\|w\|\le\|v\|$; if $w=0$ this is immediate. With $\|v\|\le e^{-gT}\|f\|$ the main bound follows. In `green_kubo_truncation`, `h1` and `h2` are the two inequalities of the display, and `rcases` separates the cases $w=0$ and $w\neq0$.

For the coefficient, the inner product with $h$ is a bounded linear functional and can be taken outside the integral. The error is then $\langle h,S_Tf-M^{-1}f\rangle$, and Cauchy–Schwarz supplies the factor $\|h\|$. The proof of `transport_coefficient_error` makes these two moves in the same order.

## Equality for a single relaxation rate

If $M=g\cdot1$, every fluctuation decays at the same rate: $e^{-tM}f=e^{-gt}f$ and $M^{-1}f=f/g$. Hence

$$\int_0^Te^{-gt}f\,dt-\frac fg=\frac{1-e^{-gT}}{g}f-\frac fg=-\frac{e^{-gT}}{g}f ,$$

whose norm is exactly the bound.

The proof of `truncation_bound_sharp` reaches the same value without evaluating the integral. It shows that $e^{gt}u(t)$ has zero derivative and is therefore constant, which fixes $\|u(T)\|=e^{-gT}\|f\|$ (`hconst` and `h2`). Then `h4` records $g\|M^{-1}u(T)\|=\|u(T)\|$, and the exact error formula finishes the calculation.
